# Second-order energy of a simple ground level as a limit, in finite dimension

Q: A perturbation tV shifts the ground energy of H₀, and textbooks give the t² part as a sum over states, usually by assuming a power series. What is E(t) in your statement?

A: For each real t separately, it is the lowest eigenvalue of H₀ + tV. No continuity or differentiability in t is assumed. H₀ and V are Hermitian on a finite-dimensional complex state space `F`, and t is the coupling often written λ.

```lean
import Mathlib

open Filter Topology Finset
open scoped InnerProductSpace

namespace SecondOrderEnergy

noncomputable section

variable {F ι : Type*} [NormedAddCommGroup F] [InnerProductSpace ℂ F]
  [Fintype ι] [DecidableEq ι]

/-- The real number `e` is the lowest real eigenvalue of the operator `T`. -/
def IsGroundEnergy (T : F →ₗ[ℂ] F) (e : ℝ) : Prop :=
  IsLeast {μ : ℝ | ∃ x : F, x ≠ 0 ∧ T x = (μ : ℂ) • x} e
```

`IsLeast` says that e is an eigenvalue and that no real eigenvalue lies below it.

Q: And the sum over states?

A: Let the b_i form an orthonormal basis of eigenstates of H₀ with energies ε_i, and let g label the ground state. Write

E₁ = ⟨b_g, V b_g⟩

E₂ = Σ_{i≠g} |⟨b_i, V b_g⟩|² / (ε_g − ε_i).

If ε_g < ε_i for every i ≠ g, the claim is

(E(t) − ε_g − tE₁)/t² → E₂ as t → 0, t ≠ 0.

```lean
/-- The sum-over-states second-order energy of the level `g`, for unperturbed states `b` with
energies `ε`; it is meant for `ε i ≠ ε g` whenever `i ≠ g`. -/
def secondOrderEnergy (b : OrthonormalBasis ι ℂ F) (ε : ι → ℝ) (V : F →ₗ[ℂ] F) (g : ι) : ℝ :=
  ∑ i ∈ univ.erase g, ‖⟪b i, V (b g)⟫_ℂ‖ ^ 2 / (ε g - ε i)
```

Q: Without assumed regularity, why does E(t) even approach ε_g?

A: Because of the variational bound. If a Hermitian T has an orthonormal basis of eigenstates b_i with energies ε_i ≥ e, then

⟨x, Tx⟩ = Σ_i ε_i |⟨b_i, x⟩|² ≥ e‖x‖².

For a unit eigenvector the expectation value is the eigenvalue itself. The two lemmas keep the factor ‖x‖², so x needn't be normalised.

```lean
/-- In a state `x` with `T x = μ x`, the expectation value of `T` is `μ` times the squared norm. -/
theorem expectation_eigenstate {T : F →ₗ[ℂ] F} {μ : ℝ} {x : F} (h : T x = (μ : ℂ) • x) :
    (⟪x, T x⟫_ℂ).re = μ * ‖x‖ ^ 2 := by
  have hn : (⟪x, x⟫_ℂ).re = ‖x‖ ^ 2 := inner_self_eq_norm_sq (𝕜 := ℂ) x
  rw [h, inner_smul_right, Complex.re_ofReal_mul, hn]

omit [DecidableEq ι] in
/-- If no energy in an orthonormal eigenbasis of a Hermitian operator lies below `e`, then no
expectation value, per squared norm, lies below `e`. -/
theorem le_expectation (b : OrthonormalBasis ι ℂ F) {T : F →ₗ[ℂ] F} (hT : T.IsSymmetric)
    {ε : ι → ℝ} (hb : ∀ i, T (b i) = (ε i : ℂ) • b i) {e : ℝ} (he : ∀ i, e ≤ ε i) (x : F) :
    e * ‖x‖ ^ 2 ≤ (⟪x, T x⟫_ℂ).re := by
  have hn : (⟪x, x⟫_ℂ).re = ‖x‖ ^ 2 := inner_self_eq_norm_sq (𝕜 := ℂ) x
  have hp : ∀ i, ⟪x, b i⟫_ℂ * ⟪b i, x⟫_ℂ = ((‖⟪b i, x⟫_ℂ‖ ^ 2 : ℝ) : ℂ) := fun i => by
    rw [← inner_conj_symm x (b i), mul_comm, Complex.mul_conj, Complex.normSq_eq_norm_sq]
  rw [← hn, ← b.sum_inner_mul_inner x x, ← b.sum_inner_mul_inner x (T x), Complex.re_sum,
    Complex.re_sum, Finset.mul_sum]
  refine Finset.sum_le_sum fun i _ => ?_
  have hi : ⟪x, b i⟫_ℂ * ⟪b i, T x⟫_ℂ = (ε i : ℂ) * (⟪x, b i⟫_ℂ * ⟪b i, x⟫_ℂ) := by
    rw [← hT (b i) x, hb, inner_smul_left, Complex.conj_ofReal]
    ring
  rw [hi, hp, Complex.re_ofReal_mul, Complex.ofReal_re]
  exact mul_le_mul_of_nonneg_right (he i) (sq_nonneg _)
```

Q: Does a lowest eigenvalue always exist?

A: On a nonzero space, yes. Take the smallest energy in an eigenbasis of T; the bound excludes anything lower. Since H₀ + tV is Hermitian for real t, the hypothesis `hE` below can always be met.

```lean
/-- Every Hermitian operator on a nonzero finite-dimensional state space has a ground energy. -/
theorem exists_isGroundEnergy [FiniteDimensional ℂ F] [Nontrivial F] {T : F →ₗ[ℂ] F}
    (hT : T.IsSymmetric) : ∃ e, IsGroundEnergy T e := by
  have : Nonempty (Fin (Module.finrank ℂ F)) := ⟨⟨0, Module.finrank_pos⟩⟩
  obtain ⟨i, hi⟩ := Finite.exists_min (hT.eigenvalues rfl)
  refine ⟨hT.eigenvalues rfl i, ⟨hT.eigenvectorBasis rfl i,
    (hT.eigenvectorBasis rfl).orthonormal.ne_zero i, hT.apply_eigenvectorBasis rfl i⟩, ?_⟩
  rintro μ ⟨x, hx, h⟩
  have h1 := le_expectation (hT.eigenvectorBasis rfl) hT
    (fun j => hT.apply_eigenvectorBasis rfl j) hi x
  rw [expectation_eigenstate h] at h1
  exact le_of_mul_le_mul_right h1 (pow_pos (norm_pos_iff.2 hx) 2)
```

Now use the bound twice. With b_g as trial state for H₀ + tV,

E(t) ≤ ε_g + tE₁ ≤ ε_g + |t|‖V‖,

where ‖V‖ is the operator norm. With a unit ground vector x of H₀ + tV as trial state for H₀,

E(t) = ⟨x, H₀x⟩ + t⟨x, Vx⟩ ≥ ε_g − |t|‖V‖.

These are the two halves of `hbound`, and squeezing gives the limit. The symbol `𝓝[≠] 0` means t → 0 through nonzero values.

```lean
variable [FiniteDimensional ℂ F] {b : OrthonormalBasis ι ℂ F} {ε : ι → ℝ} {g : ι}
  {H₀ V : F →ₗ[ℂ] F} {E : ℝ → ℝ}

omit [DecidableEq ι] in
/-- For Hermitian `H₀` and `V`, the ground energy of `H₀ + tV` tends to the lowest unperturbed
energy as the coupling `t` is switched off. -/
theorem tendsto_groundEnergy (hH : H₀.IsSymmetric) (hV : V.IsSymmetric)
    (hb : ∀ i, H₀ (b i) = (ε i : ℂ) • b i) (hg : ∀ i, ε g ≤ ε i)
    (hE : ∀ t : ℝ, IsGroundEnergy (H₀ + (t : ℂ) • V) (E t)) :
    Tendsto E (𝓝[≠] 0) (𝓝 (ε g)) := by
  let W := LinearMap.toContinuousLinearMap V
  have hC : ∀ x, ‖V x‖ ≤ ‖W‖ * ‖x‖ := fun x => W.le_opNorm x
  have hbound : ∀ t, |E t - ε g| ≤ |t| * ‖W‖ := by
    intro t
    have hsym : (H₀ + (t : ℂ) • V).IsSymmetric := fun x y => by
      simp only [LinearMap.add_apply, LinearMap.smul_apply, inner_add_left, inner_add_right,
        inner_smul_left, inner_smul_right, Complex.conj_ofReal, hH x y, hV x y]
    have hsplit : ∀ y, (⟪y, (H₀ + (t : ℂ) • V) y⟫_ℂ).re
        = (⟪y, H₀ y⟫_ℂ).re + t * (⟪y, V y⟫_ℂ).re := fun y => by
      simp only [LinearMap.add_apply, LinearMap.smul_apply, inner_add_right, inner_smul_right,
        Complex.add_re, Complex.re_ofReal_mul]
    have hq : ∀ y, |t * (⟪y, V y⟫_ℂ).re| ≤ |t| * ‖W‖ * ‖y‖ ^ 2 := fun y => by
      have h1 := (Complex.abs_re_le_norm _).trans (norm_inner_le_norm (𝕜 := ℂ) y (V y))
      have h2 := mul_le_mul_of_nonneg_left (hC y) (norm_nonneg y)
      rw [abs_mul]
      calc _ ≤ |t| * (‖y‖ * (‖W‖ * ‖y‖)) :=
            mul_le_mul_of_nonneg_left (h1.trans h2) (abs_nonneg t)
        _ = _ := by ring
    -- upper bound: the unperturbed ground state as a trial state
    have hup := le_expectation (hsym.eigenvectorBasis rfl) hsym
      (fun j => hsym.apply_eigenvectorBasis rfl j)
      (fun j => (hE t).2 ⟨_, (hsym.eigenvectorBasis rfl).orthonormal.ne_zero j,
        hsym.apply_eigenvectorBasis rfl j⟩) (b g)
    have hqg := hq (b g)
    rw [hsplit, expectation_eigenstate (hb g), b.orthonormal.1 g] at hup
    rw [b.orthonormal.1 g] at hqg
    -- lower bound: the perturbed ground state as a trial state for `H₀`
    obtain ⟨x, hx, h⟩ := (hE t).1
    have hlow := le_expectation b hH hb hg x
    have hex := expectation_eigenstate h
    rw [hsplit] at hex
    have hl : (ε g - |t| * ‖W‖) * ‖x‖ ^ 2 ≤ E t * ‖x‖ ^ 2 := by
      linarith [(abs_le.1 (hq x)).1]
    have hl' := le_of_mul_le_mul_right hl (pow_pos (norm_pos_iff.2 hx) 2)
    exact abs_le.2 ⟨by linarith, by linarith [(abs_le.1 hqg).2]⟩
  have hcont : Continuous fun t : ℝ => |t| * ‖W‖ := continuous_abs.mul continuous_const
  exact tendsto_iff_dist_tendsto_zero.2 (squeeze_zero (fun _ => dist_nonneg)
    (fun t => by rw [Real.dist_eq]; exact hbound t)
    ((hcont.tendsto' 0 0 (by simp)).mono_left nhdsWithin_le_nhds))
```

Q: The eigenvector has an arbitrary phase at each t. How can it converge?

A: First project the Schrödinger equation on b_i:

(E(t) − ε_i)⟨b_i, x⟩ = t⟨b_i, Vx⟩.

```lean
omit [DecidableEq ι] [FiniteDimensional ℂ F] in
/-- The Schrödinger equation of `H₀ + tV`, with `H₀` Hermitian, projected on an unperturbed
state. -/
theorem projected_equation (hH : H₀.IsSymmetric) (hb : ∀ i, H₀ (b i) = (ε i : ℂ) • b i)
    {t e : ℝ} {x : F} (h : (H₀ + (t : ℂ) • V) x = (e : ℂ) • x) (i : ι) :
    ((e : ℂ) - (ε i : ℂ)) * ⟪b i, x⟫_ℂ = (t : ℂ) * ⟪b i, V x⟫_ℂ := by
  have h1 := congrArg (fun z => ⟪b i, z⟫_ℂ) h
  simp only [LinearMap.add_apply, LinearMap.smul_apply, inner_add_right, inner_smul_right] at h1
  rw [← hH (b i) x, hb, inner_smul_left, Complex.conj_ofReal] at h1
  linear_combination -h1
```

For unit x the right side is at most |t|‖V‖ in modulus. For i ≠ g the factor E(t) − ε_i tends to ε_g − ε_i ≠ 0, so ⟨b_i, x⟩ → 0 (`hc`). Normalisation then forces |⟨b_g, x⟩|² → 1 (`hgg`). Set

y = ⟨x, b_g⟩ x.

A phase change of x leaves y unchanged. Its components ⟨x, b_g⟩⟨b_j, x⟩ tend to 1 for j = g and to 0 otherwise, so y → b_g. This y is not normalised, but it is nonzero for small t ≠ 0.

```lean
/-- If the lowest level of `H₀` is simple, solutions of the Schrödinger equation of `H₀ + tV` at
the ground energy can be chosen to tend to the unperturbed ground state as `t` tends to 0, for
Hermitian `H₀` and `V`. -/
theorem exists_ground_state_tendsto (hH : H₀.IsSymmetric) (hV : V.IsSymmetric)
    (hb : ∀ i, H₀ (b i) = (ε i : ℂ) • b i) (hg : ∀ i, i ≠ g → ε g < ε i)
    (hE : ∀ t : ℝ, IsGroundEnergy (H₀ + (t : ℂ) • V) (E t)) :
    ∃ y : ℝ → F, (∀ t : ℝ, (H₀ + (t : ℂ) • V) (y t) = (E t : ℂ) • y t) ∧
      Tendsto y (𝓝[≠] 0) (𝓝 (b g)) := by
  have hle : ∀ i, ε g ≤ ε i := fun i => by
    by_cases h : i = g
    · rw [h]
    · exact (hg i h).le
  have hlim := tendsto_groundEnergy hH hV hb hle hE
  have hunit : ∀ t : ℝ, ∃ x : F, ‖x‖ = 1 ∧ (H₀ + (t : ℂ) • V) x = (E t : ℂ) • x := fun t => by
    obtain ⟨x, hx, h⟩ := (hE t).1
    exact ⟨((‖x‖ : ℂ)⁻¹) • x, norm_smul_inv_norm hx, by rw [map_smul, h, smul_comm]⟩
  choose x hx1 hx using hunit
  let W := LinearMap.toContinuousLinearMap V
  have hcont : Continuous fun t : ℝ => |t| * ‖W‖ := continuous_abs.mul continuous_const
  -- the excited components vanish in the limit
  have hc : ∀ i, i ≠ g → Tendsto (fun t => ⟪b i, x t⟫_ℂ) (𝓝[≠] 0) (𝓝 0) := by
    intro i hi
    have hden : Tendsto (fun t => (E t : ℂ) - (ε i : ℂ)) (𝓝[≠] 0) (𝓝 ((ε g : ℂ) - (ε i : ℂ))) :=
      ((Complex.continuous_ofReal.tendsto _).comp hlim).sub_const _
    have hne : (ε g : ℂ) - (ε i : ℂ) ≠ 0 :=
      sub_ne_zero.2 fun h => (hg i hi).ne (Complex.ofReal_injective h)
    have h1 : Tendsto (fun t => ((E t : ℂ) - (ε i : ℂ)) * ⟪b i, x t⟫_ℂ) (𝓝[≠] 0) (𝓝 0) := by
      refine squeeze_zero_norm (fun t => ?_)
        ((hcont.tendsto' 0 0 (by simp)).mono_left nhdsWithin_le_nhds)
      rw [projected_equation hH hb (hx t) i, norm_mul, Complex.norm_real, Real.norm_eq_abs]
      have h2 := norm_inner_le_norm (𝕜 := ℂ) (b i) (V (x t))
      have h3 : ‖V (x t)‖ ≤ ‖W‖ * ‖x t‖ := W.le_opNorm (x t)
      rw [b.orthonormal.1 i, one_mul] at h2
      rw [hx1, mul_one] at h3
      exact mul_le_mul_of_nonneg_left (h2.trans h3) (abs_nonneg t)
    have h2 := h1.div hden hne
    rw [zero_div] at h2
    refine h2.congr' ?_
    filter_upwards [hden.eventually_ne hne] with t ht
    exact mul_div_cancel_left₀ _ ht
  have hk : ∀ i, i ≠ g → ∀ k,
      Tendsto (fun t => ⟪x t, b k⟫_ℂ * ⟪b i, x t⟫_ℂ) (𝓝[≠] 0) (𝓝 0) := by
    intro i hi k
    refine squeeze_zero_norm (fun t => ?_) (tendsto_zero_iff_norm_tendsto_zero.1 (hc i hi))
    have h2 := norm_inner_le_norm (𝕜 := ℂ) (x t) (b k)
    rw [b.orthonormal.1 k, hx1, one_mul] at h2
    rw [norm_mul]
    exact mul_le_of_le_one_left (norm_nonneg _) h2
  -- hence the ground component carries the whole norm
  have hgg : Tendsto (fun t => ⟪x t, b g⟫_ℂ * ⟪b g, x t⟫_ℂ) (𝓝[≠] 0) (𝓝 1) := by
    have h1 := (tendsto_const_nhds (x := (1 : ℂ))).sub
      (tendsto_finsetSum (univ.erase g) fun i hi => hk i (Finset.ne_of_mem_erase hi) i)
    rw [Finset.sum_const_zero, sub_zero] at h1
    refine h1.congr fun t => ?_
    have h2 := b.sum_inner_mul_inner (x t) (x t)
    rw [← Finset.add_sum_erase univ _ (Finset.mem_univ g), inner_self_eq_norm_sq_to_K, hx1] at h2
    have h3 : ⟪x t, b g⟫_ℂ * ⟪b g, x t⟫_ℂ
        + ∑ i ∈ univ.erase g, ⟪x t, b i⟫_ℂ * ⟪b i, x t⟫_ℂ = 1 := h2.trans (by simp)
    linear_combination -h3
  -- multiplying by the conjugate ground component removes the arbitrary phase
  refine ⟨fun t => ⟪x t, b g⟫_ℂ • x t, fun t => by rw [map_smul, hx, smul_comm], ?_⟩
  have hcomp : ∀ j, Tendsto (fun t => (⟪x t, b g⟫_ℂ * ⟪b j, x t⟫_ℂ) • b j) (𝓝[≠] 0)
      (𝓝 (if j = g then b g else 0)) := by
    intro j
    by_cases h : j = g
    · subst h
      simpa using hgg.smul_const (b j)
    · simpa [h] using (hk j h g).smul_const (b j)
  have hsum := tendsto_finsetSum univ fun j _ => hcomp j
  rw [Finset.sum_ite_eq' univ g (fun _ => b g), if_pos (Finset.mem_univ g)] at hsum
  refine hsum.congr fun t => ?_
  simp only [mul_smul]
  rw [← Finset.smul_sum, b.sum_repr' (x t)]
```

Q: Where does t² come from?

A: From inserting the excited components into the ground projection. Since V is Hermitian,

(E − ε_g)⟨b_g, y⟩ = t⟨V b_g, y⟩ = t Σ_i ⟨V b_g, b_i⟩⟨b_i, y⟩.

The term i = g is tE₁⟨b_g, y⟩. In the others, ⟨b_i, y⟩ = t⟨b_i, Vy⟩/(E − ε_i), which is the step `hterm`. Hence, for small t ≠ 0,

(E − ε_g − tE₁)/t² = [Σ_{i≠g} ⟨V b_g, b_i⟩⟨b_i, Vy⟩/(E − ε_i)] / ⟨b_g, y⟩.

This is a Brillouin-Wigner expression, with the exact E in the denominators. As E → ε_g and y → b_g, it tends to E₂ (`hS`). Lean proves the identity with `linear_combination` over the complex numbers and takes real parts at the end. The `.re` in the statement loses nothing, because E₁ is real.

```lean
/-- For Hermitian `H₀` and `V` and a simple lowest level of `H₀`, the ground energy of `H₀ + tV`,
less its zeroth- and first-order parts and divided by `t²`, tends to the sum-over-states
second-order energy as real nonzero `t` tends to 0. -/
theorem tendsto_secondOrderEnergy (hH : H₀.IsSymmetric) (hV : V.IsSymmetric)
    (hb : ∀ i, H₀ (b i) = (ε i : ℂ) • b i) (hg : ∀ i, i ≠ g → ε g < ε i)
    (hE : ∀ t : ℝ, IsGroundEnergy (H₀ + (t : ℂ) • V) (E t)) :
    Tendsto (fun t => (E t - ε g - t * (⟪b g, V (b g)⟫_ℂ).re) / t ^ 2) (𝓝[≠] 0)
      (𝓝 (secondOrderEnergy b ε V g)) := by
  have hle : ∀ i, ε g ≤ ε i := fun i => by
    by_cases h : i = g
    · rw [h]
    · exact (hg i h).le
  have hlim := tendsto_groundEnergy hH hV hb hle hE
  obtain ⟨y, hy, hyl⟩ := exists_ground_state_tendsto hH hV hb hg hE
  have hVc : Continuous V := V.continuous_of_finiteDimensional
  have hin : ∀ i, Tendsto (fun t => ⟪b i, V (y t)⟫_ℂ) (𝓝[≠] 0) (𝓝 ⟪b i, V (b g)⟫_ℂ) := fun i =>
    have hc : Continuous fun z => ⟪b i, V z⟫_ℂ := continuous_const.inner hVc
    (hc.tendsto (b g)).comp hyl
  have hgl : Tendsto (fun t => ⟪b g, y t⟫_ℂ) (𝓝[≠] 0) (𝓝 1) := by
    have hc : Continuous fun z => ⟪b g, z⟫_ℂ := continuous_const.inner continuous_id
    have h1 : ⟪b g, b g⟫_ℂ = 1 := by
      rw [inner_self_eq_norm_sq_to_K, b.orthonormal.1 g]
      simp
    rw [← h1]
    exact (hc.tendsto (b g)).comp hyl
  have hden : ∀ i, Tendsto (fun t => (E t : ℂ) - (ε i : ℂ)) (𝓝[≠] 0)
      (𝓝 ((ε g : ℂ) - (ε i : ℂ))) := fun i =>
    ((Complex.continuous_ofReal.tendsto _).comp hlim).sub_const _
  have hne : ∀ i, i ≠ g → (ε g : ℂ) - (ε i : ℂ) ≠ 0 := fun i hi =>
    sub_ne_zero.2 fun h => (hg i hi).ne (Complex.ofReal_injective h)
  have hall : ∀ᶠ t in 𝓝[≠] (0 : ℝ), ∀ i, i ≠ g → (E t : ℂ) - (ε i : ℂ) ≠ 0 :=
    Filter.eventually_all.2 fun i => by
      by_cases h : i = g
      · exact Filter.Eventually.of_forall fun t h' => absurd h h'
      · exact ((hden i).eventually_ne (hne i h)).mono fun t ht _ => ht
  -- the limit of the Brillouin-Wigner expression
  have hS : Tendsto (fun t => (∑ i ∈ univ.erase g, ⟪V (b g), b i⟫_ℂ * ⟪b i, V (y t)⟫_ℂ
      / ((E t : ℂ) - (ε i : ℂ))) / ⟪b g, y t⟫_ℂ) (𝓝[≠] 0)
      (𝓝 ((secondOrderEnergy b ε V g : ℝ) : ℂ)) := by
    have heq : ((secondOrderEnergy b ε V g : ℝ) : ℂ) = (∑ i ∈ univ.erase g,
        ⟪V (b g), b i⟫_ℂ * ⟪b i, V (b g)⟫_ℂ / ((ε g : ℂ) - (ε i : ℂ))) / 1 := by
      rw [div_one, secondOrderEnergy, Complex.ofReal_sum]
      refine Finset.sum_congr rfl fun i _ => ?_
      rw [← inner_conj_symm (V (b g)) (b i), mul_comm, Complex.mul_conj,
        Complex.normSq_eq_norm_sq, Complex.ofReal_div, Complex.ofReal_sub]
    rw [heq]
    exact (tendsto_finsetSum _ fun i hi => ((hin i).const_mul _).div (hden i)
      (hne i (Finset.ne_of_mem_erase hi))).div hgl one_ne_zero
  have hreal : (((⟪b g, V (b g)⟫_ℂ).re : ℝ) : ℂ) = ⟪V (b g), b g⟫_ℂ := by
    rw [hV (b g) (b g)]
    refine Complex.conj_eq_iff_re.1 ?_
    rw [inner_conj_symm]
    exact hV _ _
  have key : Tendsto (fun t => (((E t - ε g - t * (⟪b g, V (b g)⟫_ℂ).re) / t ^ 2 : ℝ) : ℂ))
      (𝓝[≠] 0) (𝓝 ((secondOrderEnergy b ε V g : ℝ) : ℂ)) := by
    refine hS.congr' ?_
    filter_upwards [self_mem_nhdsWithin, hgl.eventually_ne one_ne_zero, hall] with t ht hgt hd
    have ht' : (t : ℂ) ≠ 0 := Complex.ofReal_ne_zero.2 ht
    have hpg := projected_equation hH hb (hy t) g
    have hexp := b.sum_inner_mul_inner (V (b g)) (y t)
    rw [← Finset.add_sum_erase univ _ (Finset.mem_univ g), hV (b g) (y t)] at hexp
    -- eliminate the excited components
    have hterm : ∑ i ∈ univ.erase g, ⟪V (b g), b i⟫_ℂ * ⟪b i, y t⟫_ℂ
        = (t : ℂ) * ∑ i ∈ univ.erase g, ⟪V (b g), b i⟫_ℂ * ⟪b i, V (y t)⟫_ℂ
          / ((E t : ℂ) - (ε i : ℂ)) := by
      rw [Finset.mul_sum]
      refine Finset.sum_congr rfl fun i hi => ?_
      have hci : ⟪b i, y t⟫_ℂ = (t : ℂ) * ⟪b i, V (y t)⟫_ℂ / ((E t : ℂ) - (ε i : ℂ)) := by
        rw [eq_div_iff (hd i (Finset.ne_of_mem_erase hi))]
        linear_combination projected_equation hH hb (hy t) i
      rw [hci]
      ring
    rw [Complex.ofReal_div, Complex.ofReal_sub, Complex.ofReal_sub, Complex.ofReal_mul,
      Complex.ofReal_pow, hreal, div_eq_div_iff hgt (pow_ne_zero 2 ht')]
    linear_combination -hpg + (t : ℂ) * hexp - (t : ℂ) * hterm
  exact (Complex.continuous_re.tendsto _).comp key
```

Q: Would ε_g ≤ ε_i do?

A: No. On ℂ² take H₀ = 0 and V = σ_x, with b the standard basis. Then E(t) = −|t| and E₁ = 0, so the quotient is −1/|t| and diverges.

Q: Does the argument give the first order too?

A: Yes, though I have no separate Lean theorem for it. Dividing the ground projection by t⟨b_g, y⟩ gives

(E(t) − ε_g)/t = ⟨b_g, Vy⟩/⟨b_g, y⟩ → E₁.

Q: What does this mean for a real molecule?

A: Take the space of all N-electron determinants over a finite orbital basis, with H₀ the Møller-Plesset operator built from the Hartree-Fock determinant and V = H − H₀, where H is the electronic Hamiltonian. If that determinant is the simple lowest state of H₀, E₂ is the MP2 correction. Passing to a complete, infinite basis is a further step, and a limit at t → 0 gives no error estimate at t = 1.

Q: Is E₂ always negative?

A: It is never positive here, since every denominator is negative. It is strictly negative exactly when V couples the ground state to some excited state.

```lean
omit [FiniteDimensional ℂ F] in
/-- The second-order energy of a simple lowest level is negative exactly when the perturbation
couples the ground state to some excited state. -/
theorem secondOrderEnergy_neg_iff (hg : ∀ i, i ≠ g → ε g < ε i) :
    secondOrderEnergy b ε V g < 0 ↔ ∃ i, i ≠ g ∧ ⟪b i, V (b g)⟫_ℂ ≠ 0 := by
  constructor
  · intro h
    by_contra hcon
    push Not at hcon
    refine h.ne (Finset.sum_eq_zero fun i hi => ?_)
    rw [hcon i (Finset.ne_of_mem_erase hi)]
    simp
  · rintro ⟨i, hi, hne⟩
    calc secondOrderEnergy b ε V g < ∑ _i ∈ univ.erase g, (0 : ℝ) :=
          Finset.sum_lt_sum
            (fun j hj => div_nonpos_of_nonneg_of_nonpos (sq_nonneg _)
              (sub_nonpos.2 (hg j (Finset.ne_of_mem_erase hj)).le))
            ⟨i, Finset.mem_erase.2 ⟨hi, Finset.mem_univ i⟩,
              div_neg_of_pos_of_neg (pow_pos (norm_pos_iff.2 hne) 2) (sub_neg.2 (hg i hi))⟩
      _ = 0 := Finset.sum_const_zero

end

end SecondOrderEnergy
```

```lean
#print axioms SecondOrderEnergy.exists_isGroundEnergy
-- 'SecondOrderEnergy.exists_isGroundEnergy' depends on axioms: [propext, Classical.choice, Quot.sound]
#print axioms SecondOrderEnergy.tendsto_secondOrderEnergy
-- 'SecondOrderEnergy.tendsto_secondOrderEnergy' depends on axioms: [propext, Classical.choice, Quot.sound]
#print axioms SecondOrderEnergy.secondOrderEnergy_neg_iff
-- 'SecondOrderEnergy.secondOrderEnergy_neg_iff' depends on axioms: [propext, Classical.choice, Quot.sound]
```
